# A plane is a mirror plane of the elasticity tensor exactly when its normal is a Christoffel eigenvector for the normal direction and for every direction in the plane

In linear elasticity without piezoelectric coupling, the possible polarisations of a plane sound wave travelling through a crystal along a unit vector $m$ are the eigenvectors of the Christoffel matrix $\Gamma_{ik}(m)=C_{ijkl}m_jm_l$: three perpendicular directions if the eigenvalues are distinct, and more if some coincide. Its eigenvalues are $\rho v^2$, with $\rho$ the density and $v$ the phase speed. Suppose that a plane with unit normal $n$ carries a purely longitudinal wave along $n$, and that every direction in the plane carries a shear wave polarised along $n$. Is the plane then a mirror plane of the elastic response?

It is, and the converse holds too. For an elasticity tensor computed in arbitrary axes, this gives a test for mirror planes within linear elasticity, stated for exact equalities and without a numerical tolerance. Here $n$ always denotes the plane normal, whereas many texts use it for the propagation direction.

```lean
import Mathlib

open Matrix

namespace SymmetryPlane
```

## The tensor, the mirror and the Christoffel matrix

The stiffness is a real array $C_{ijkl}$. The indices run over any finite set `ι`; ordinary space is `Fin 3`.

```lean
/-- A real rank-4 tensor, given by its Cartesian components. -/
abbrev Tensor4 (ι : Type*) := ι → ι → ι → ι → ℝ
```

Symmetry of the stress gives $C_{ijkl}=C_{jikl}$, and the existence of a strain energy gives $C_{ijkl}=C_{klij}$. Positive definiteness is not assumed, so an eigenvalue may be zero or negative.

```lean
/-- The index symmetries of an elasticity tensor: exchange within the first pair (minor)
and exchange of the two pairs (major). Together they give exchange within the second pair. -/
structure IsElastic {ι : Type*} (C : Tensor4 ι) : Prop where
  minor : ∀ i j k l, C i j k l = C j i k l
  major : ∀ i j k l, C i j k l = C k l i j
```

Most of the argument concerns the number $T(a,b,c,d)=C_{ijkl}a_ib_jc_kd_l$.

```lean
variable {ι : Type*} [Fintype ι]

/-- The full contraction `C_ijkl a_i b_j c_k d_l` of a tensor with four vectors. -/
def contract (C : Tensor4 ι) (a b c d : ι → ℝ) : ℝ :=
  ∑ i, ∑ j, ∑ k, ∑ l, C i j k l * a i * b j * c k * d l
```

A matrix $R$ changes the tensor to $C'_{ijkl}=R_{ip}R_{jq}R_{kr}R_{ls}C_{pqrs}$.

```lean
/-- The transformed tensor `C'_ijkl = R_ip R_jq R_kr R_ls C_pqrs`. -/
def transform (R : Matrix ι ι ℝ) (C : Tensor4 ι) : Tensor4 ι := fun i j k l =>
  ∑ p, ∑ q, ∑ r, ∑ s, C p q r s * R i p * R j q * R k r * R l s
```

The reflection is $S=I-2nn^{\mathsf T}$, so that $Sa=a-2(a\cdot n)n$. Mirror invariance is the equation `transform (mirror n) C = C`.

```lean
/-- The matrix `I - 2 n nᵀ`, which for a unit vector `n` is the reflection in the plane
normal to `n`. -/
def mirror [DecidableEq ι] (n : ι → ℝ) : Matrix ι ι ℝ := 1 - (2 : ℝ) • vecMulVec n n
```

The Christoffel matrix is not divided by the density. That its eigenvectors are the wave polarisations follows from the equation of motion, which is the physical step left unformalised.

```lean
/-- The Christoffel matrix `C_ijkl m_j m_l` of the direction `m`. -/
def christoffel (C : Tensor4 ι) (m : ι → ℝ) : Matrix ι ι ℝ :=
  Matrix.of fun i k => ∑ j, ∑ l, C i j k l * m j * m l
```

## Rules for contractions

The contraction is linear in each slot, for instance $T(x+ty,b,c,d)=T(x,b,c,d)+t\,T(y,b,c,d)$.

```lean
/-- The contraction is linear in each of its four vectors. -/
theorem contract_linear (C : Tensor4 ι) :
    (∀ (t : ℝ) (x y b c d : ι → ℝ),
      contract C (x + t • y) b c d = contract C x b c d + t * contract C y b c d) ∧
    (∀ (t : ℝ) (x y a c d : ι → ℝ),
      contract C a (x + t • y) c d = contract C a x c d + t * contract C a y c d) ∧
    (∀ (t : ℝ) (x y a b d : ι → ℝ),
      contract C a b (x + t • y) d = contract C a b x d + t * contract C a b y d) ∧
    (∀ (t : ℝ) (x y a b c : ι → ℝ),
      contract C a b c (x + t • y) = contract C a b c x + t * contract C a b c y) := by
  refine ⟨?_, ?_, ?_, ?_⟩ <;> intro t x y u v w <;>
    simp only [contract, Pi.add_apply, Pi.smul_apply, smul_eq_mul, Finset.mul_sum,
      ← Finset.sum_add_distrib] <;>
    exact Finset.sum_congr rfl fun i _ => Finset.sum_congr rfl fun j _ =>
      Finset.sum_congr rfl fun k _ => Finset.sum_congr rfl fun l _ => by ring
```

Renaming summation indices carries the symmetries of $C$ over to $T$: $T(b,a,c,d)=T(a,b,c,d)$ and $T(c,d,a,b)=T(a,b,c,d)$.

```lean
/-- For an elasticity tensor the contraction is unchanged when the first two vectors are
exchanged, and when the first pair is exchanged with the second. -/
theorem contract_symm {C : Tensor4 ι} (hC : IsElastic C) :
    (∀ a b c d, contract C b a c d = contract C a b c d) ∧
    (∀ a b c d, contract C c d a b = contract C a b c d) := by
  constructor <;> intro a b c d <;> unfold contract
  · rw [Finset.sum_comm]
    exact Finset.sum_congr rfl fun i _ => Finset.sum_congr rfl fun j _ =>
      Finset.sum_congr rfl fun k _ => Finset.sum_congr rfl fun l _ => by
        rw [hC.minor j i k l]; ring
  · -- move the sums over the second index pair to the front
    have swap : ∀ F : Tensor4 ι,
        ∑ i, ∑ j, ∑ k, ∑ l, F i j k l = ∑ k, ∑ l, ∑ i, ∑ j, F i j k l := fun F => calc
      _ = ∑ i, ∑ k, ∑ j, ∑ l, F i j k l := Finset.sum_congr rfl fun i _ => Finset.sum_comm
      _ = ∑ k, ∑ i, ∑ j, ∑ l, F i j k l := Finset.sum_comm
      _ = ∑ k, ∑ i, ∑ l, ∑ j, F i j k l :=
        Finset.sum_congr rfl fun k _ => Finset.sum_congr rfl fun i _ => Finset.sum_comm
      _ = _ := Finset.sum_congr rfl fun k _ => Finset.sum_comm
    rw [swap (fun i j k l => C i j k l * c i * d j * a k * b l)]
    exact Finset.sum_congr rfl fun i _ => Finset.sum_congr rfl fun j _ =>
      Finset.sum_congr rfl fun k _ => Finset.sum_congr rfl fun l _ => by
        rw [hC.major k l i j]; ring
```

Writing $T'$ for the contraction of $C'$ and collecting the factors of $R$ gives
$$T'(a,b,c,d)=T(R^{\mathsf T}a,R^{\mathsf T}b,R^{\mathsf T}c,R^{\mathsf T}d).$$
Lean writes $R^{\mathsf T}a$ as `a ᵥ* R`. The local lemma `rows` expands a linear function of this vector over the rows of $R$, one slot at a time.

```lean
/-- Contracting the transformed tensor with four vectors is the same as contracting the
original tensor with the vectors multiplied by `R` from the right. -/
theorem contract_transform (R : Matrix ι ι ℝ) (C : Tensor4 ι) (a b c d : ι → ℝ) :
    contract (transform R C) a b c d =
      contract C (a ᵥ* R) (b ᵥ* R) (c ᵥ* R) (d ᵥ* R) := by
  obtain ⟨l1, l2, l3, l4⟩ := contract_linear C
  -- a linear function of `v R` is a combination of its values on the rows of `R`
  have rows : ∀ f : (ι → ℝ) → ℝ, (∀ (t : ℝ) x y, f (x + t • y) = f x + t * f y) →
      ∀ v : ι → ℝ, f (v ᵥ* R) = ∑ i, v i * f (R i) := by
    intro f hf v
    have h0 : f 0 = 0 := by
      have h := hf 1 0 0
      rw [smul_zero, add_zero] at h
      linarith
    let L : (ι → ℝ) →ₗ[ℝ] ℝ :=
      { toFun := f
        map_add' := fun x y => by simpa using hf 1 x y
        map_smul' := fun t y => by simpa [h0] using hf t 0 y }
    have hv : v ᵥ* R = ∑ i, v i • R i := by
      ext p
      simp [Matrix.vecMul, dotProduct, Finset.sum_apply]
    have hL : L (v ᵥ* R) = ∑ i, v i * L (R i) := by
      rw [hv, map_sum]
      exact Finset.sum_congr rfl fun i _ => by rw [map_smul, smul_eq_mul]
    exact hL
  rw [rows (fun x => contract C x _ _ _) (fun t x y => l1 t x y _ _ _) a]
  have e2 := fun x z w => rows (fun y => contract C x y z w) (fun t u v => l2 t u v x z w) b
  have e3 := fun x y w => rows (fun z => contract C x y z w) (fun t u v => l3 t u v x y w) c
  have e4 := fun x y z => rows (fun w => contract C x y z w) (fun t u v => l4 t u v x y z) d
  simp only [e2, e3, e4]
  change ∑ i, ∑ j, ∑ k, ∑ l,
    contract C (R i) (R j) (R k) (R l) * a i * b j * c k * d l = _
  simp only [Finset.mul_sum]
  exact Finset.sum_congr rfl fun i _ => Finset.sum_congr rfl fun j _ =>
    Finset.sum_congr rfl fun k _ => Finset.sum_congr rfl fun l _ => by ring
```

## Mirror invariance removes odd powers of the normal

Let $a,p,q$ be orthogonal to $n$. The mirror fixes them and reverses $n$, so invariance gives
$$T(a,n,n,n)=-T(a,n,n,n),\qquad T(a,p,n,q)=-T(a,p,n,q),$$
and both vanish.

Conversely, suppose that all such contractions vanish. Write each of four arbitrary vectors as $p+tn$ with $p\perp n$; its mirror image is $p-tn$. Expanding $T$ gives sixteen terms. The eight with an even number of $n$'s keep their sign. The other eight are brought by the index symmetries to one of the two forms above, and vanish (`o1` to `o8`). Hence $T'=T$, and inserting basis vectors gives $C'=C$.

```lean
/-- An elasticity tensor is invariant under the reflection along a unit vector `n` exactly
when its contractions with one or three factors `n`, and all other vectors orthogonal to `n`,
vanish. -/
theorem mirror_iff_odd [DecidableEq ι] {C : Tensor4 ι} (hC : IsElastic C) {n : ι → ℝ}
    (hn : n ⬝ᵥ n = 1) :
    transform (mirror n) C = C ↔
      (∀ a, a ⬝ᵥ n = 0 → contract C a n n n = 0) ∧
      (∀ a p q, a ⬝ᵥ n = 0 → p ⬝ᵥ n = 0 → q ⬝ᵥ n = 0 → contract C a p n q = 0) := by
  obtain ⟨l1, l2, l3, l4⟩ := contract_linear C
  obtain ⟨s1, s2⟩ := contract_symm hC
  have refl : ∀ a : ι → ℝ, a ᵥ* mirror n = a + (-2 * (a ⬝ᵥ n)) • n := by
    intro a
    have h : a ᵥ* vecMulVec n n = (a ⬝ᵥ n) • n := by
      ext j
      simp only [Matrix.vecMul, dotProduct, vecMulVec_apply, Pi.smul_apply, smul_eq_mul,
        Finset.sum_mul, mul_assoc]
    rw [mirror, Matrix.vecMul_sub, Matrix.vecMul_one, Matrix.vecMul_smul, h]
    module
  constructor
  · intro h
    have H := fun a b c d => contract_transform (mirror n) C a b c d
    rw [h] at H
    -- an odd number of factors `n` reverses the sign
    constructor
    · intro a ha
      have h3 := H a n n n
      simp only [refl, ha, hn, mul_zero, zero_smul, add_zero, l2, l3, l4] at h3
      linarith
    · intro a p q ha hp hq
      have h1 := H a p n q
      simp only [refl, ha, hp, hq, hn, mul_zero, zero_smul, add_zero, l3] at h1
      linarith
  · rintro ⟨h3, h1⟩
    have s3 : ∀ a b c d, contract C a b d c = contract C a b c d := fun a b c d => by
      rw [← s2 a b d c, s1, s2]
    -- split each vector into parts across and along `n`
    have split : ∀ a : ι → ℝ, ∃ (p : ι → ℝ) (t : ℝ), p ⬝ᵥ n = 0 ∧ a = p + t • n ∧
        a ᵥ* mirror n = p + (-t) • n := by
      intro a
      refine ⟨a - (a ⬝ᵥ n) • n, a ⬝ᵥ n, ?_, by module, by rw [refl]; module⟩
      rw [sub_dotProduct, smul_dotProduct, hn, smul_eq_mul, mul_one, sub_self]
    have H : ∀ a b c d, contract (transform (mirror n) C) a b c d = contract C a b c d := by
      intro a b c d
      rw [contract_transform]
      obtain ⟨p, t, hp, ha, ha'⟩ := split a
      obtain ⟨q, u, hq, hb, hb'⟩ := split b
      obtain ⟨r, v, hr, hc, hc'⟩ := split c
      obtain ⟨s, w, hs, hd, hd'⟩ := split d
      rw [ha', hb', hc', hd', ha, hb, hc, hd]
      have o1 : contract C p q n s = 0 := h1 p q s hp hq hs
      have o2 : contract C p q r n = 0 := by rw [s3]; exact h1 p q r hp hq hr
      have o3 : contract C n q r s = 0 := by rw [← s2]; exact h1 r s q hr hs hq
      have o4 : contract C p n r s = 0 := by rw [← s2, s3]; exact h1 r s p hr hs hp
      have o5 : contract C p n n n = 0 := h3 p hp
      have o6 : contract C n q n n = 0 := by rw [s1]; exact h3 q hq
      have o7 : contract C n n r n = 0 := by rw [← s2]; exact h3 r hr
      have o8 : contract C n n n s = 0 := by rw [← s2, s1]; exact h3 s hs
      simp only [l1, l2, l3, l4, o1, o2, o3, o4, o5, o6, o7, o8]
      ring
    have basis : ∀ (D : Tensor4 ι) i j k l, contract D (Pi.single i 1) (Pi.single j 1)
        (Pi.single k 1) (Pi.single l 1) = D i j k l := by
      intro D i j k l
      simp [contract, Pi.single_apply]
    funext i j k l
    rw [← basis (transform (mirror n) C), H, basis]
```

## What an eigenvector says about contractions

For every $a$,
$$a\cdot\Gamma(m)n=T(a,m,n,m).$$
If $\Gamma(m)n=\mu n$, the right side vanishes for $a\perp n$. Conversely, suppose that it vanishes for all such $a$. Put $v=\Gamma(m)n$ and $w=v-(v\cdot n)n$. Then $w\perp n$, and
$$w\cdot w=w\cdot v=T(w,m,n,m)=0,$$
so $w=0$ and $v=(v\cdot n)n$.

```lean
/-- A unit vector `n` is an eigenvector of the Christoffel matrix of `m` exactly when
`C_ijkl a_i m_j n_k m_l = 0` for every `a` orthogonal to `n`. -/
theorem eigenvector_iff (C : Tensor4 ι) {n : ι → ℝ} (hn : n ⬝ᵥ n = 1) (m : ι → ℝ) :
    (∃ μ : ℝ, christoffel C m *ᵥ n = μ • n) ↔
      ∀ a, a ⬝ᵥ n = 0 → contract C a m n m = 0 := by
  have key : ∀ a, a ⬝ᵥ (christoffel C m *ᵥ n) = contract C a m n m := by
    intro a
    simp only [contract, christoffel, Matrix.mulVec, dotProduct, Matrix.of_apply,
      Finset.mul_sum, Finset.sum_mul]
    refine Finset.sum_congr rfl fun i _ => ?_
    rw [Finset.sum_comm]
    exact Finset.sum_congr rfl fun j _ => Finset.sum_congr rfl fun k _ =>
      Finset.sum_congr rfl fun l _ => by ring
  constructor
  · rintro ⟨μ, h⟩ a ha
    rw [← key, h, dotProduct_smul, ha, smul_zero]
  · intro h
    -- the part of the image across `n` is orthogonal to itself
    set v := christoffel C m *ᵥ n with hv
    have hp : (v - (v ⬝ᵥ n) • n) ⬝ᵥ n = 0 := by
      rw [sub_dotProduct, smul_dotProduct, hn, smul_eq_mul, mul_one, sub_self]
    have h0 : (v - (v ⬝ᵥ n) • n) ⬝ᵥ (v - (v ⬝ᵥ n) • n) = 0 := by
      rw [dotProduct_sub, dotProduct_smul, hp, key, h _ hp, smul_zero, sub_zero]
    exact ⟨v ⬝ᵥ n, sub_eq_zero.1 (dotProduct_self_eq_zero.1 h0)⟩
```

## From wave polarisations to the mirror plane

Taking $m=n$ turns the eigenvector condition into $T(a,n,n,n)=0$. For unit $m\perp n$ it reads $T(a,m,n,m)=0$, which follows from mirror invariance by setting $p=q=m$.

For the converse, any nonzero $p\perp n$ is $|p|$ times a unit vector, so $T(a,p,n,p)=0$; for $p=0$ this is immediate. Replacing $p$ by $p+q$ gives
$$T(a,p,n,q)=-T(a,q,n,p).$$
Alternating this with the exchange of the first two slots,
$$\begin{aligned}T(a,p,n,q)&=-T(a,q,n,p)=-T(q,a,n,p)=T(q,p,n,a)\\&=T(p,q,n,a)=-T(p,a,n,q)=-T(a,p,n,q),\end{aligned}$$
so the contraction is zero.

```lean
/-- Symmetry-plane test: an elasticity tensor is invariant under the reflection along a unit
vector `n` exactly when `n` is an eigenvector of the Christoffel matrix of `n` and of that of
every unit vector `m` orthogonal to `n`. -/
theorem symmetry_plane_iff [DecidableEq ι] {C : Tensor4 ι} (hC : IsElastic C) {n : ι → ℝ}
    (hn : n ⬝ᵥ n = 1) :
    transform (mirror n) C = C ↔
      (∃ μ : ℝ, christoffel C n *ᵥ n = μ • n) ∧
      ∀ m, m ⬝ᵥ m = 1 → m ⬝ᵥ n = 0 → ∃ μ : ℝ, christoffel C m *ᵥ n = μ • n := by
  simp only [mirror_iff_odd hC hn, eigenvector_iff C hn]
  refine ⟨fun h => ⟨h.1, fun m _ hm a ha => h.2 a m m ha hm hm⟩, fun h => ⟨h.1, ?_⟩⟩
  obtain ⟨-, l2, -, l4⟩ := contract_linear C
  obtain ⟨s1, -⟩ := contract_symm hC
  -- remove the normalization of `m`
  have diag : ∀ a p, a ⬝ᵥ n = 0 → p ⬝ᵥ n = 0 → contract C a p n p = 0 := by
    intro a p ha hp
    by_cases h0 : p = 0
    · simp [h0, contract]
    have hpos : 0 < p ⬝ᵥ p := lt_of_le_of_ne
      (Finset.sum_nonneg fun i _ => mul_self_nonneg (p i))
      (fun e => h0 (dotProduct_self_eq_zero.1 e.symm))
    obtain ⟨r, hr0, hr⟩ : ∃ r : ℝ, r ≠ 0 ∧ r * r = p ⬝ᵥ p :=
      ⟨√(p ⬝ᵥ p), (Real.sqrt_pos.2 hpos).ne', Real.mul_self_sqrt hpos.le⟩
    have hm := h.2 (r⁻¹ • p)
      (by
        rw [smul_dotProduct, dotProduct_smul, smul_eq_mul, smul_eq_mul, ← hr]
        field_simp)
      (by rw [smul_dotProduct, hp, smul_zero]) a ha
    have hs : contract C a (r⁻¹ • p) n (r⁻¹ • p) = r⁻¹ ^ 2 * contract C a p n p := by
      simp only [contract, Pi.smul_apply, smul_eq_mul, Finset.mul_sum]
      exact Finset.sum_congr rfl fun i _ => Finset.sum_congr rfl fun j _ =>
        Finset.sum_congr rfl fun k _ => Finset.sum_congr rfl fun l _ => by ring
    rw [hs] at hm
    exact (mul_eq_zero.1 hm).resolve_left (pow_ne_zero 2 (inv_ne_zero hr0))
  -- polarization: antisymmetry in the second and fourth vectors
  have anti : ∀ a p q, a ⬝ᵥ n = 0 → p ⬝ᵥ n = 0 → q ⬝ᵥ n = 0 →
      contract C a p n q + contract C a q n p = 0 := by
    intro a p q ha hp hq
    have hpq := diag a (p + (1 : ℝ) • q) ha
      (by rw [add_dotProduct, smul_dotProduct, hp, hq, smul_zero, add_zero])
    simp only [l2, l4] at hpq
    linarith [diag a p ha hp, diag a q ha hq]
  -- symmetric in one pair and antisymmetric in an overlapping pair, hence zero
  intro a p q ha hp hq
  linarith [anti a p q ha hp hq, anti q a p hq ha hp, anti p q a hp hq ha,
    s1 a q n p, s1 p q n a, s1 a p n q]
```

The last chain is left to `linarith`, which proves linear consequences of given equations and inequalities. It treats the six contractions obtained by permuting $a,p,q$ as six unknown real numbers. Because it does not specialise general statements itself, the proof hands it three instances of `anti` and three of `s1`, one for each equality in the chain.

In one dimension no unit $m$ is orthogonal to $n$, and both sides of the equivalence are always true. In two dimensions only $\pm m$ remain, and the test reduces to $T(m,n,n,n)=0$ and $T(m,m,n,m)=0$.

## A longitudinal wave along the normal is not enough

Take the tensor on $\mathbb R^3$ whose only nonzero components are $C_{0001}$ and its index permutations, all equal to 1, with indices $0,1,2$ as in Lean.

```lean
/-- The tensor on R^3 whose component is 1 when one index is `1` and the other three are `0`,
and 0 otherwise (indices run over `0, 1, 2`). -/
def shearCoupling : Tensor4 (Fin 3) := fun i j k l =>
  if i.val + j.val + k.val + l.val = 1 then 1 else 0
```

For $n=e_1$ the matrix $\Gamma(n)$ is zero, so $n$ is an eigenvector with eigenvalue 0. For $m=e_0$, however, $\Gamma(m)n=e_0$, which is not a multiple of $n$, so the main theorem excludes mirror invariance. This tensor is not positive definite and so describes no stable crystal; adding an isotropic tensor with large enough bulk and shear moduli repairs that. The isotropic part adds only a multiple of $n$ to $\Gamma(n)n$ and to $\Gamma(m)n$, so a purely longitudinal wave then travels along $n$, and the plane is still not a mirror plane. The Lean theorem below treats the tensor without this addition.

A mirror plane of $C$ also need not be one of the atomic structure: $C$ is unchanged by inversion, even when the crystal is not, so a twofold axis of the crystal is enough to make the plane perpendicular to it a mirror plane of $C$.

```lean
/-- The condition on `n` alone does not suffice: `shearCoupling` has the elastic index
symmetries and `n = (0, 1, 0)` is an eigenvector of its own Christoffel matrix, yet the tensor
is not invariant under the reflection along `n`. -/
theorem own_direction_not_sufficient :
    IsElastic shearCoupling ∧
    (∃ μ : ℝ, christoffel shearCoupling ![0, 1, 0] *ᵥ ![0, 1, 0] = μ • ![0, 1, 0]) ∧
    transform (mirror ![0, 1, 0]) shearCoupling ≠ shearCoupling := by
  have hC : IsElastic shearCoupling := by
    constructor <;> intro i j k l <;> simp only [shearCoupling]
    · rw [show i.val + j.val + k.val + l.val = j.val + i.val + k.val + l.val by omega]
    · rw [show i.val + j.val + k.val + l.val = k.val + l.val + i.val + j.val by omega]
  refine ⟨hC, ⟨0, ?_⟩, fun h => ?_⟩
  · ext i
    fin_cases i <;>
      simp [christoffel, Matrix.mulVec, dotProduct, Fin.sum_univ_three, shearCoupling]
  · -- the direction (1, 0, 0) violates the second condition
    obtain ⟨μ, hμ⟩ := ((symmetry_plane_iff hC
      (by simp [dotProduct, Fin.sum_univ_three])).1 h).2 ![1, 0, 0]
      (by simp [dotProduct, Fin.sum_univ_three]) (by simp [dotProduct, Fin.sum_univ_three])
    have h0 := congrFun hμ 0
    simp [christoffel, Matrix.mulVec, dotProduct, Fin.sum_univ_three, shearCoupling] at h0

end SymmetryPlane
```

```lean
#print axioms SymmetryPlane.symmetry_plane_iff
-- 'SymmetryPlane.symmetry_plane_iff' depends on axioms: [propext, Classical.choice, Quot.sound]
#print axioms SymmetryPlane.own_direction_not_sufficient
-- 'SymmetryPlane.own_direction_not_sufficient' depends on axioms: [propext, Classical.choice, Quot.sound]
```
